# Quenching of time-reversal-odd moments in a non-degenerate level

When a weak magnetic field is added to a crystal-field calculation for a spin-free ion, the first-order Zeeman shift of a non-degenerate level, proportional to $\langle x, \mathbf{B}\cdot\mathbf{L}\,x\rangle$, can be set to zero without evaluating an integral. That step rests on the theorem `quenching` below, which takes as hypotheses that the field-free Hamiltonian is even and the operator odd under time reversal, and which concerns the first-order expectation value only, not the second-order or spin–orbit terms that the usual account of quenching goes on to treat.

```lean
import Mathlib

open scoped InnerProductSpace ComplexConjugate Matrix

namespace OddOperatorQuenching

noncomputable section

variable {V : Type*} [NormedAddCommGroup V] [InnerProductSpace ℂ V]

/-- The conjugate-linear map `T` conjugates inner products: `⟨Tx, Ty⟩ = conj ⟨x, y⟩`. -/
def IsAntiIsometry (T : V →ₗ⋆[ℂ] V) : Prop :=
  ∀ x y, ⟪T x, T y⟫_ℂ = conj ⟪x, y⟫_ℂ

/-- The operator `H` is even under time reversal: `T H = H T`. -/
def IsEven (T : V →ₗ⋆[ℂ] V) (H : V →ₗ[ℂ] V) : Prop :=
  ∀ x, T (H x) = H (T x)

/-- The operator `A` is odd under time reversal: `T A = - A T`. -/
def IsOdd (T : V →ₗ⋆[ℂ] V) (A : V →ₗ[ℂ] V) : Prop :=
  ∀ x, T (A x) = -A (T x)

/-- The (unnormalised) expectation value `⟨x, A x⟩`. -/
def expect (A : V →ₗ[ℂ] V) (x : V) : ℂ := ⟪x, A x⟫_ℂ

variable {T : V →ₗ⋆[ℂ] V} {H A : V →ₗ[ℂ] V}

/-- If `H` is even and `H x = μ x`, then `H (T x) = conj μ · T x`. -/
theorem timeReversal_eigen (hTH : IsEven T H) {μ : ℂ} {x : V} (hx : H x = μ • x) :
    H (T x) = conj μ • T x := by
  rw [← hTH x, hx, LinearMap.map_smulₛₗ]

/-- Time reversal maps the eigenspace of an even operator at a real eigenvalue into itself. -/
theorem timeReversal_mem_eigenspace (hTH : IsEven T H) {ε : ℝ} {x : V}
    (hx : x ∈ Module.End.eigenspace H (ε : ℂ)) :
    T x ∈ Module.End.eigenspace H (ε : ℂ) := by
  rw [Module.End.mem_eigenspace_iff] at hx ⊢
  rw [timeReversal_eigen hTH hx, Complex.conj_ofReal]

/-- For an odd operator, the expectation value in `T x` is minus the complex conjugate of the
expectation value in `x`. -/
theorem expect_timeReversal_odd (hT : IsAntiIsometry T) (hA : IsOdd T A) (x : V) :
    expect A (T x) = -conj (expect A x) := by
  unfold expect
  have h : A (T x) = -T (A x) := by rw [hA x, neg_neg]
  rw [h, inner_neg_right, hT x (A x)]

/-- For a symmetric odd operator, `x` and `T x` have opposite expectation values. -/
theorem expect_timeReversal_odd_symm (hT : IsAntiIsometry T) (hA : IsOdd T A)
    (hs : A.IsSymmetric) (x : V) : expect A (T x) = -expect A x := by
  rw [expect_timeReversal_odd hT hA]
  unfold expect
  rw [inner_conj_symm, hs x x]

/-- An eigenvector of an even operator with real, non-degenerate eigenvalue is mapped by time
reversal to itself times a phase. -/
theorem exists_phase (hT : IsAntiIsometry T) (hTH : IsEven T H) {ε : ℝ} {x : V}
    (hx : H x = (ε : ℂ) • x) (hx0 : x ≠ 0)
    (hdim : Module.finrank ℂ (Module.End.eigenspace H (ε : ℂ)) = 1) :
    ∃ c : ℂ, ‖c‖ = 1 ∧ T x = c • x := by
  have hmem : x ∈ Module.End.eigenspace H (ε : ℂ) := Module.End.mem_eigenspace_iff.2 hx
  have hv : (⟨x, hmem⟩ : Module.End.eigenspace H (ε : ℂ)) ≠ 0 :=
    fun h => hx0 (congrArg Subtype.val h)
  -- every vector of the one-dimensional eigenspace is a multiple of `x`
  have key : ∀ w : Module.End.eigenspace H (ε : ℂ),
      ∃ c : ℂ, c • (⟨x, hmem⟩ : Module.End.eigenspace H (ε : ℂ)) = w :=
    (finrank_eq_one_iff_of_nonzero' _ hv).1 hdim
  obtain ⟨c, hc⟩ := key ⟨T x, timeReversal_mem_eigenspace hTH hmem⟩
  have hc' : T x = c • x := (congrArg Subtype.val hc).symm
  refine ⟨c, ?_, hc'⟩
  -- `T` preserves the norm, so the factor has modulus one
  have h := hT x x
  rw [hc', inner_smul_left, inner_smul_right, inner_conj_symm] at h
  have hne : ⟪x, x⟫_ℂ ≠ 0 := fun h0 => hx0 (inner_self_eq_zero.1 h0)
  have h1 : conj c * c = 1 := mul_right_cancel₀ hne (by rw [mul_assoc, h, one_mul])
  have h2 : ‖c‖ * ‖c‖ = 1 := by
    have h3 := congrArg norm h1
    simpa using h3
  rcases mul_self_eq_one_iff.1 h2 with h4 | h4
  · exact h4
  · linarith [norm_nonneg c]

/-- In a real, non-degenerate level of an even operator, `x` and `T x` have the same
expectation value for every linear operator `B`. -/
theorem expect_timeReversal_nondegenerate (hT : IsAntiIsometry T) (hTH : IsEven T H)
    {ε : ℝ} {x : V} (hx : H x = (ε : ℂ) • x)
    (hdim : Module.finrank ℂ (Module.End.eigenspace H (ε : ℂ)) = 1) (B : V →ₗ[ℂ] V) :
    expect B (T x) = expect B x := by
  by_cases hx0 : x = 0
  · simp [expect, hx0]
  · obtain ⟨c, hn, hc⟩ := exists_phase hT hTH hx hx0 hdim
    have hcc : conj c * c = 1 := by
      rw [mul_comm, Complex.mul_conj, Complex.normSq_eq_norm_sq, hn]
      simp
    unfold expect
    rw [hc, map_smul, inner_smul_left, inner_smul_right, ← mul_assoc, hcc, one_mul]

/-- In a real, non-degenerate level of an even operator, the expectation value of any odd
operator has zero real part. -/
theorem re_expect_eq_zero (hT : IsAntiIsometry T) (hTH : IsEven T H) (hA : IsOdd T A)
    {ε : ℝ} {x : V} (hx : H x = (ε : ℂ) • x)
    (hdim : Module.finrank ℂ (Module.End.eigenspace H (ε : ℂ)) = 1) :
    (expect A x).re = 0 := by
  have h := congrArg Complex.re
    ((expect_timeReversal_nondegenerate hT hTH hx hdim A).symm.trans
      (expect_timeReversal_odd hT hA x))
  rw [Complex.neg_re, Complex.conj_re] at h
  linarith

/-- Quenching: in a real, non-degenerate level of an operator that is even under time
reversal, every symmetric odd operator has expectation value zero. -/
theorem quenching (hT : IsAntiIsometry T) (hTH : IsEven T H) (hA : IsOdd T A)
    (hs : A.IsSymmetric) {ε : ℝ} {x : V} (hx : H x = (ε : ℂ) • x)
    (hdim : Module.finrank ℂ (Module.End.eigenspace H (ε : ℂ)) = 1) :
    expect A x = 0 := by
  -- the expectation value is both invariant and reversed under `T`
  have h : expect A x = -expect A x :=
    (expect_timeReversal_nondegenerate hT hTH hx hdim A).symm.trans
      (expect_timeReversal_odd_symm hT hA hs x)
  linear_combination (1 / 2 : ℂ) * h

/-- For a real level of an even operator spanned by a finite orthonormal family `b`, the
expectation values of a symmetric odd operator in the states `b i` add up to zero. -/
theorem level_sum_quenching (hT : IsAntiIsometry T) (hTH : IsEven T H) (hA : IsOdd T A)
    (hs : A.IsSymmetric) {ε : ℝ} {ι : Type*} [Fintype ι] {b : ι → V}
    (hb : Orthonormal ℂ b)
    (hspan : Submodule.span ℂ (Set.range b) = Module.End.eigenspace H (ε : ℂ)) :
    ∑ i, expect A (b i) = 0 := by
  classical
  -- expand the reversed states in the same family
  have hex : ∀ i, ∃ d : ι → ℂ, ∑ j, d j • b j = T (b i) := by
    intro i
    have h0 : b i ∈ Module.End.eigenspace H (ε : ℂ) := by
      rw [← hspan]
      exact Submodule.subset_span ⟨i, rfl⟩
    have h : T (b i) ∈ Submodule.span ℂ (Set.range b) := by
      rw [hspan]
      exact timeReversal_mem_eigenspace hTH h0
    rwa [Submodule.mem_span_range_iff_exists_fun] at h
  choose d hd using hex
  obtain ⟨D, hD⟩ : ∃ D : Matrix ι ι ℂ, ∀ i, T (b i) = ∑ j, D j i • b j :=
    ⟨Matrix.of fun j i => d i j, fun i => (hd i).symm⟩
  obtain ⟨M, hM⟩ : ∃ M : Matrix ι ι ℂ, ∀ j l, M j l = ⟪b j, A (b l)⟫_ℂ :=
    ⟨Matrix.of fun j l => ⟪b j, A (b l)⟫_ℂ, fun _ _ => rfl⟩
  -- the coefficient matrix is unitary
  have hU : Dᴴ * D = 1 := by
    ext i k
    have h := hT (b i) (b k)
    rw [hD i, hD k, hb.inner_sum, orthonormal_iff_ite.1 hb] at h
    have h' : conj (if i = k then (1 : ℂ) else 0) = if i = k then 1 else 0 := by
      split_ifs <;> simp
    rw [Matrix.mul_apply, Matrix.one_apply]
    exact h.trans h'
  have hU' : D * Dᴴ = 1 := mul_eq_one_comm.1 hU
  have hentry : ∀ i, expect A (T (b i)) = (Dᴴ * M * D) i i := by
    intro i
    unfold expect
    rw [hD i, map_sum, inner_sum, Matrix.mul_apply]
    refine Finset.sum_congr rfl fun l _ => ?_
    rw [map_smul, inner_smul_right, sum_inner, Matrix.mul_apply, mul_comm]
    congr 1
    refine Finset.sum_congr rfl fun j _ => ?_
    simp only [inner_smul_left, Matrix.conjTranspose_apply, hM, starRingEnd_apply]
  -- the trace is invariant under the unitary change of basis
  have hsum : ∑ i, expect A (T (b i)) = ∑ i, expect A (b i) :=
    calc ∑ i, expect A (T (b i)) = ∑ i, (Dᴴ * M * D) i i :=
          Finset.sum_congr rfl fun i _ => hentry i
      _ = Matrix.trace (Dᴴ * M * D) := rfl
      _ = Matrix.trace M := by rw [Matrix.trace_mul_cycle, hU', Matrix.one_mul]
      _ = ∑ i, expect A (b i) := by
          simp only [Matrix.trace, Matrix.diag_apply, hM, expect]
  simp only [expect_timeReversal_odd_symm hT hA hs, Finset.sum_neg_distrib] at hsum
  linear_combination (-1 / 2 : ℂ) * hsum

/-- The state space spanned by the two real orbitals `p_x` and `p_y`. -/
abbrev POrb := EuclideanSpace ℂ (Fin 2)

/-- Complex conjugation of the coefficients in the basis `p_x`, `p_y`. -/
def conjugation : POrb →ₗ⋆[ℂ] POrb where
  toFun v := WithLp.toLp 2 fun i => conj (v i)
  map_add' v w := by
    ext i
    simp
  map_smul' c v := by
    ext i
    simp

/-- A crystal field giving `p_x` the energy `1` and `p_y` the energy `-1`. -/
def crystalField : POrb →ₗ[ℂ] POrb where
  toFun v := !₂[v 0, -(v 1)]
  map_add' v w := by
    ext i
    fin_cases i <;> simp
    ring
  map_smul' c v := by
    ext i
    fin_cases i <;> simp

/-- The orbital angular momentum `L_z` in the basis `p_x`, `p_y`, in units of `ħ`. -/
def angMom : POrb →ₗ[ℂ] POrb where
  toFun v := !₂[-Complex.I * v 1, Complex.I * v 0]
  map_add' v w := by
    ext i
    fin_cases i <;> simp <;> ring
  map_smul' c v := by
    ext i
    fin_cases i <;> simp <;> ring

/-- The orbital `p_x`. -/
def px : POrb := !₂[1, 0]

/-- The unnormalised orbital `p_x + i p_y`. -/
def pPlus : POrb := !₂[1, Complex.I]

/-- Complex conjugation (an involution), the crystal field, `L_z` and the orbital `p_x` at
energy `1` meet all hypotheses of the quenching theorem, and `L_z p_x ≠ 0`. -/
theorem quenching_witness :
    IsAntiIsometry conjugation ∧ (∀ v, conjugation (conjugation v) = v) ∧
      IsEven conjugation crystalField ∧ IsOdd conjugation angMom ∧ angMom.IsSymmetric ∧
      crystalField px = ((1 : ℝ) : ℂ) • px ∧
      Module.finrank ℂ (Module.End.eigenspace crystalField ((1 : ℝ) : ℂ)) = 1 ∧
      angMom px ≠ 0 := by
  have hx : crystalField px = ((1 : ℝ) : ℂ) • px := by
    ext i
    fin_cases i <;> simp [crystalField, px]
  have hne : px ≠ 0 := by
    intro h
    have h0 := congrArg (fun w : POrb => w 0) h
    simp [px] at h0
  refine ⟨?_, ?_, ?_, ?_, ?_, hx, ?_, ?_⟩
  · intro x y
    rw [inner_conj_symm]
    simp [PiLp.inner_apply, Fin.sum_univ_two, conjugation]
    ring
  · intro v
    ext i
    simp [conjugation]
  · intro v
    ext i
    fin_cases i <;> simp [conjugation, crystalField]
  · intro v
    ext i
    fin_cases i <;> simp [conjugation, angMom]
  · intro x y
    simp [PiLp.inner_apply, Fin.sum_univ_two, angMom]
    ring
  · -- the level at energy one is the line through `p_x`
    have hsp : Module.End.eigenspace crystalField ((1 : ℝ) : ℂ) = Submodule.span ℂ {px} := by
      apply le_antisymm
      · intro v hv
        rw [Module.End.mem_eigenspace_iff, Complex.ofReal_one, one_smul] at hv
        have h1 : -(v 1) = v 1 := by
          simpa [crystalField] using congrArg (fun w : POrb => w 1) hv
        have h2 : v 1 = 0 := by linear_combination (-1 / 2 : ℂ) * h1
        rw [Submodule.mem_span_singleton]
        refine ⟨v 0, ?_⟩
        ext i
        fin_cases i <;> simp [px, h2]
      · rw [Submodule.span_singleton_le_iff_mem]
        exact Module.End.mem_eigenspace_iff.2 hx
    rw [hsp]
    exact finrank_span_singleton hne
  · intro h
    have h1 := congrArg (fun w : POrb => w 1) h
    simp [angMom, px] at h1

/-- The identity on the `p_x`, `p_y` space is even, its level at energy `1` is
two-dimensional, and `p_x + i p_y` in that level has `⟨L_z⟩ = 2`. -/
theorem degenerate_level_not_quenched :
    IsEven conjugation (LinearMap.id : POrb →ₗ[ℂ] POrb) ∧
      (LinearMap.id : POrb →ₗ[ℂ] POrb) pPlus = ((1 : ℝ) : ℂ) • pPlus ∧
      Module.finrank ℂ
        (Module.End.eigenspace (LinearMap.id : POrb →ₗ[ℂ] POrb) ((1 : ℝ) : ℂ)) = 2 ∧
      expect angMom pPlus = 2 := by
  refine ⟨fun _ => rfl, by simp, ?_, ?_⟩
  · have htop : Module.End.eigenspace (LinearMap.id : POrb →ₗ[ℂ] POrb) ((1 : ℝ) : ℂ) = ⊤ :=
      eq_top_iff.2 fun v _ => Module.End.mem_eigenspace_iff.2 (by simp)
    rw [htop, finrank_top]
    simp
  · unfold expect
    rw [PiLp.inner_apply, Fin.sum_univ_two]
    simp [angMom, pPlus]
    norm_num

end

end OddOperatorQuenching
```
```lean
#print axioms OddOperatorQuenching.re_expect_eq_zero
#print axioms OddOperatorQuenching.quenching
#print axioms OddOperatorQuenching.level_sum_quenching
#print axioms OddOperatorQuenching.degenerate_level_not_quenched
```

```
'OddOperatorQuenching.re_expect_eq_zero' depends on axioms: [propext, Classical.choice, Quot.sound]
'OddOperatorQuenching.quenching' depends on axioms: [propext, Classical.choice, Quot.sound]
'OddOperatorQuenching.level_sum_quenching' depends on axioms: [propext, Classical.choice, Quot.sound]
'OddOperatorQuenching.degenerate_level_not_quenched' depends on axioms: [propext, Classical.choice, Quot.sound]
```

## What the statements say

`V` is a complex inner product space of any dimension, with the product conjugate-linear in its first argument as in Dirac notation. The type `V →ₗ⋆[ℂ] V` makes $T$ conjugate-linear, $T(cx)=\bar c\,Tx$, and `IsAntiIsometry T` adds $\langle Tx,Ty\rangle=\overline{\langle x,y\rangle}$. Neither surjectivity nor a value of $T^2$ is assumed, so every antiunitary operator qualifies. `IsEven T H` is $TH=HT$, `IsOdd T A` is $TA=-AT$, and `A.IsSymmetric` is $\langle Ax,y\rangle=\langle x,Ay\rangle$. The quantity `expect A x` is $\langle x,Ax\rangle$, not divided by $\langle x,x\rangle$.

The theorem `quenching` states: if $Hx=\varepsilon x$ with $\varepsilon$ real, the eigenspace at $\varepsilon$ has dimension one (`hdim`), and $A$ is symmetric and odd, then $\langle x,Ax\rangle=0$. $H$ need not be symmetric, because the reality of $\varepsilon$ is imposed by its type `ℝ`. Without symmetry of $A$, `re_expect_eq_zero` still gives a vanishing real part. For $A$ both symmetric and odd, and a level of an even $H$ at real $\varepsilon$ spanned by a finite orthonormal family $b_i$, `level_sum_quenching` gives $\sum_i\langle b_i,Ab_i\rangle=0$.

## The physics encoded

$H$ is a Hamiltonian without magnetic field, and $A$ stands for a component of orbital or spin angular momentum, or a real combination of such components. The operators are linear maps defined on all of `V`, so domains of unbounded operators are not treated. Oddness is verified only in one two-dimensional model: the span of $p_x,p_y$, with $T$ the conjugation of coefficients, crystal field $\mathrm{diag}(1,-1)$, and $L_z(v_0,v_1)=(-iv_1,\,iv_0)$ in units of $\hbar$. There `quenching_witness` checks every hypothesis for $p_x$ at energy $1$ and shows $L_zp_x\neq0$, so the moment vanishes although the operator does not annihilate the state. Replacing the field by the identity makes the level twofold, and `degenerate_level_not_quenched` finds $\langle x,L_zx\rangle=2$ for the unnormalised $x=p_x+ip_y$, which is the value $1$ after division by $\langle x,x\rangle=2$, so non-degeneracy is needed.

Three further remarks are hand arguments with no Lean proof. If evenness is dropped, $H=L_z$ has $p_x+ip_y$ as a non-degenerate eigenvector with the same nonzero moment. If symmetry is dropped, $A=i\cdot 1$ is odd and has expectation value $i\|x\|^2$. If $T^2=-1$, as for an odd number of electrons, $Tx=cx$ would give $T^2x=|c|^2x$, which is impossible for $x\neq0$, so an even $H$ has no one-dimensional real level and the hypotheses of `quenching` are never met. The level sum, and the opposite moments of $x$ and $Tx$ in `expect_timeReversal_odd_symm`, still apply.

## Why it is true

First, $T$ preserves the level. From $Hx=\mu x$,
$$H(Tx)=T(Hx)=T(\mu x)=\bar\mu\,Tx .$$
These three equalities are the three rewrites in `timeReversal_eigen`, and `timeReversal_mem_eigenspace` sets $\bar\varepsilon=\varepsilon$.

Second, oddness gives $ATx=-TAx$, hence
$$\langle Tx,ATx\rangle=-\langle Tx,TAx\rangle=-\overline{\langle x,Ax\rangle},$$
which is `expect_timeReversal_odd`. For symmetric $A$, $\overline{\langle x,Ax\rangle}=\langle Ax,x\rangle=\langle x,Ax\rangle$, and `expect_timeReversal_odd_symm` removes the conjugate with `inner_conj_symm` and `hs x x`.

Third, let the eigenspace be a line and $x\neq0$. Then $Tx=cx$, obtained in `exists_phase` from `finrank_eq_one_iff_of_nonzero'`. Moreover
$$\bar c\,c\,\langle x,x\rangle=\langle Tx,Tx\rangle=\overline{\langle x,x\rangle}=\langle x,x\rangle ,$$
and cancelling $\langle x,x\rangle\neq0$ gives $\bar cc=1$ (`h1`) and $|c|=1$. For any linear $B$ it follows that $\langle Tx,BTx\rangle=\bar c\,c\,\langle x,Bx\rangle=\langle x,Bx\rangle$. The lemma `expect_timeReversal_nondegenerate` handles $x=0$ separately, where both sides vanish, so the main theorem needs no condition $x\neq0$.

With $a=\langle x,Ax\rangle$, the second and third steps give $a=-\bar a$, so $\operatorname{Re}a=0$. For symmetric $A$ they give $a=-a$, and `linear_combination (1 / 2 : ℂ) * h` halves $2a=0$.

For the level sum, each $Tb_i$ lies in the level, so $Tb_i=\sum_jD_{ji}b_j$ (`hex`, `hD`). Orthonormality gives
$$(D^\dagger D)_{ik}=\sum_j\overline{D_{ji}}D_{jk}=\langle Tb_i,Tb_k\rangle=\overline{\delta_{ik}}=\delta_{ik},$$
which is `hU`, and a finite square matrix with $D^\dagger D=1$ also has $DD^\dagger=1$ (`hU'`). With $M_{jl}=\langle b_j,Ab_l\rangle$, expanding both arguments gives $\langle Tb_i,ATb_i\rangle=(D^\dagger MD)_{ii}$ (`hentry`). Cyclicity of the trace then yields
$$\sum_i\langle Tb_i,ATb_i\rangle=\operatorname{tr}(D^\dagger MD)=\operatorname{tr}(DD^\dagger M)=\operatorname{tr}M=\sum_i\langle b_i,Ab_i\rangle ,$$
which is `hsum`. By the second step the left side is $-\sum_i\langle b_i,Ab_i\rangle$, so the sum equals its own negative.

The model claims are computations in components. In `quenching_witness`, an eigenvector at energy $1$ obeys $-v_1=v_1$, so $v_1=0$ and the eigenspace is the line through $p_x$ (`hsp`). In the degenerate case the eigenspace is the whole plane (`htop`), and $L_z(1,i)=(1,i)$ gives $\bar1\cdot1+\bar i\cdot i=2$.
